# Local unitaries preserve |det C| for a two-qubit vector with coefficient matrix C, and cannot turn e00 into a Bell vector

Two qubits start in the product state $e_{00}$, and each is then rotated separately. Can they end in the Bell state $(e_{00}+e_{11})/\sqrt2$? Arrange the four amplitudes in a $2\times2$ matrix, with the first qubit labelling rows and the second labelling columns:

$$
e_{00}:\ \begin{pmatrix}1&0\\0&0\end{pmatrix},\qquad
\frac{e_{00}+e_{11}}{\sqrt2}:\ \frac1{\sqrt2}\begin{pmatrix}1&0\\0&1\end{pmatrix}.
$$

The determinants are $0$ and $1/2$. Separate rotations multiply this matrix by a unitary on the left and the transpose of a unitary on the right, which leaves the modulus of the determinant alone. So the answer is no.

For a normalised pure state of two qubits, twice this modulus is the concurrence, a standard measure of entanglement. Single-qubit gates therefore leave it unchanged.

## Finitely many basis labels

Each system has a finite orthonormal basis, labelled by `m` and `n`. This makes the action of an operator a finite sum.

```lean
import Mathlib

open Matrix
open scoped Kronecker

namespace LocalUnitaryInvariance

noncomputable section

variable {k l m n : Type*} [Fintype m] [Fintype n]
```

A vector of the pair is a function $\psi(i,j)$, the amplitude on the product basis vector with labels $i$ and $j$. Its coefficient matrix $C$ has entries $C_{ij}=\psi(i,j)$. Normalisation is not required.

```lean
/-- The coefficient matrix of a bipartite vector: its entry `i j` is the amplitude on the
product basis vector labelled by `(i, j)`. -/
def coeff {m n : Type*} (ψ : m × n → ℂ) : Matrix m n ℂ := Matrix.of fun i j => ψ (i, j)
```

For qubits the labels are $0$ and $1$, and `Pi.single (0, 0) 1` is $e_{00}$, usually written $|00\rangle$. The vector `twoTerm a b` is $a\,e_{00}+b\,e_{11}$, with arbitrary complex $a$ and $b$.

```lean
/-- The two-qubit vector `a e00 + b e11`. -/
def twoTerm (a b : ℂ) : Fin 2 × Fin 2 → ℂ :=
  a • Pi.single (0, 0) 1 + b • Pi.single (1, 1) 1

/-- The two-qubit product basis vector `e00`. -/
def ket00 : Fin 2 × Fin 2 → ℂ := Pi.single (0, 0) 1
```

The vector `bell` is the normalised state often called $\Phi^+$.

```lean
/-- The Bell vector `(e00 + e11) / √2`. -/
def bell : Fin 2 × Fin 2 → ℂ :=
  ((Real.sqrt 2 : ℝ) : ℂ)⁻¹ • (Pi.single (0, 0) 1 + Pi.single (1, 1) 1)
```

## Each operator acts on one system only

Locality is expressed by the product form $A\otimes B$, with $A$ acting on the first system and $B$ on the second. By hand,

$$
\big((A\otimes B)\psi\big)(i,j)=\sum_{x,y}A_{ix}B_{jy}\,\psi(x,y)
=\sum_{y}\Big(\sum_x A_{ix}C_{xy}\Big)(B^{T})_{yj}=(ACB^{T})_{ij}.
$$

The last factor is a plain transpose, without complex conjugation. In Lean, `⊗ₖ` is the Kronecker product and `*ᵥ` applies a matrix to a vector. The matrices may be rectangular, so the output dimensions can differ from the input ones. The proof expands both sides into double sums, exchanges the order of summation with `Finset.sum_comm`, and reorders the factors with `ring`.

```lean
/-- A local operator `A ⊗ B` changes the coefficient matrix `C` of a bipartite vector
into `A C Bᵀ`. -/
theorem coeff_local (A : Matrix k m ℂ) (B : Matrix l n ℂ) (ψ : m × n → ℂ) :
    coeff ((A ⊗ₖ B) *ᵥ ψ) = A * coeff ψ * Bᵀ := by
  ext i j
  simp only [coeff, Matrix.of_apply, Matrix.mulVec, dotProduct, Matrix.kroneckerMap_apply,
    Fintype.sum_prod_type, Matrix.mul_apply, Matrix.transpose_apply, Finset.sum_mul]
  rw [Finset.sum_comm]
  refine Finset.sum_congr rfl fun y _ => Finset.sum_congr rfl fun x _ => ?_
  ring
```

Without the product form the impossibility fails, even for unitaries. A Hadamard gate on the first qubit gives $(e_{00}+e_{10})/\sqrt2$, and a CNOT controlled by that qubit then gives the Bell vector.

The step from this model to a laboratory is the assumption that the whole process acts on a pure state as one such product. Noise or coupling to further systems would need a separate argument.

## Unitary factors and equal dimensions

Unitarity means that each local operation is reversible and preserves the norm of every vector. It enters through one number. From $UU^\dagger=1$ we get $\det U\,\overline{\det U}=1$, hence $|\det U|^2=1$ and $|\det U|=1$. The Lean proof takes the determinant and then the norm of the same identity, and discards the root $-1$ because a norm is nonnegative.

```lean
/-- The determinant of a unitary matrix has modulus one. -/
theorem norm_det_unitary [DecidableEq n] {U : Matrix n n ℂ}
    (hU : U ∈ Matrix.unitaryGroup n ℂ) : ‖U.det‖ = 1 := by
  have h := congrArg Matrix.det (Matrix.mem_unitaryGroup_iff.mp hU)
  rw [Matrix.det_mul, Matrix.star_eq_conjTranspose, Matrix.det_conjTranspose,
    Matrix.det_one] at h
  have h' := congrArg norm h
  rw [norm_mul, norm_star, norm_one] at h'
  exact (mul_self_eq_one_iff.mp h').resolve_right
    (fun e => by linarith [norm_nonneg U.det])
```

Equal dimensions make $C$ square, so that it has a determinant. For unitary $U$ and $V$,

$$
|\det(UCV^{T})|=|\det U|\,|\det C|\,|\det V|=|\det C|.
$$

The proof is this line, as a chain of rewrites starting from `coeff_local`.

```lean
/-- For two systems of equal finite dimension, the modulus of the determinant of the
coefficient matrix is invariant under local unitaries. -/
theorem norm_det_coeff_invariant [DecidableEq n] {U V : Matrix n n ℂ}
    (hU : U ∈ Matrix.unitaryGroup n ℂ) (hV : V ∈ Matrix.unitaryGroup n ℂ)
    (ψ : n × n → ℂ) :
    ‖(coeff ((U ⊗ₖ V) *ᵥ ψ)).det‖ = ‖(coeff ψ).det‖ := by
  rw [coeff_local, Matrix.det_mul, Matrix.det_mul, Matrix.det_transpose, norm_mul, norm_mul,
    norm_det_unitary hU, norm_det_unitary hV, one_mul, mul_one]
```

The invariance needs only $|\det U|\,|\det V|=1$. If the dimensions differ, $ACB^{T}$ is still the new coefficient matrix, but this invariant is unavailable. In dimension three or more it is also a coarse one: $e_{00}+e_{11}$ for two three-level systems is entangled and has $\det C=0$.

For two qubits, the coefficient matrix of $a\,e_{00}+b\,e_{11}$ is $\mathrm{diag}(a,b)$, with determinant $ab$.

```lean
/-- The coefficient matrix of `a e00 + b e11` has determinant `a b`. -/
theorem det_coeff_twoTerm (a b : ℂ) : (coeff (twoTerm a b)).det = a * b := by
  rw [Matrix.det_fin_two]
  simp [coeff, twoTerm, Pi.single_apply]
```

Setting $a=b=1/\sqrt2$ gives $1/2$ for the Bell vector.

```lean
/-- The coefficient matrix of the Bell vector has determinant `1/2`. -/
theorem det_coeff_bell : (coeff bell).det = 1 / 2 := by
  have h : bell = twoTerm ((Real.sqrt 2 : ℝ) : ℂ)⁻¹ ((Real.sqrt 2 : ℝ) : ℂ)⁻¹ :=
    smul_add _ _ _
  rw [h, det_coeff_twoTerm, ← mul_inv, ← Complex.ofReal_mul,
    Real.mul_self_sqrt (by norm_num)]
  norm_num
```

## A nonzero multiple of the Bell vector

Starting from $e_{00}$, unitarity is not needed at all. Suppose $(A\otimes B)e_{00}=c\,\Phi^+$ for some complex number $c$. Comparing determinants gives

$$
\det A\cdot 0\cdot\det B=\frac{c^2}{2},
$$

so $c=0$. The hypothesis `hc : c ≠ 0` says that the operation produces some output, whatever its norm or phase. The proof uses it in its last line, against `hc2`, which states $c^2=0$. If $c=0$ were allowed, $A=0$ would satisfy the equation trivially.

```lean
/-- No local operators `A ⊗ B`, unitary or not, turn `e00` into a nonzero multiple of the
Bell vector. -/
theorem ket00_not_to_bell (A B : Matrix (Fin 2) (Fin 2) ℂ) {c : ℂ} (hc : c ≠ 0) :
    (A ⊗ₖ B) *ᵥ ket00 ≠ c • bell := by
  intro h
  have h0 : ket00 = twoTerm 1 0 := by simp [ket00, twoTerm]
  have hs : coeff (c • bell) = c • coeff bell := rfl
  -- the determinant is zero on the left and c² / 2 on the right
  have hd := congrArg (fun ψ => (coeff ψ).det) h
  simp only [coeff_local, Matrix.det_mul, h0, det_coeff_twoTerm, hs, Matrix.det_smul,
    det_coeff_bell, Fintype.card_fin] at hd
  have hc2 : c ^ 2 = 0 := by linear_combination (-2) * hd
  exact hc (pow_eq_zero_iff two_ne_zero |>.mp hc2)
```

The statement about unitaries is the case $c=1$.

```lean
/-- No local unitary turns `e00` into the Bell vector `(e00 + e11) / √2`. -/
theorem no_local_unitary_ket00_to_bell :
    ¬ ∃ U ∈ Matrix.unitaryGroup (Fin 2) ℂ, ∃ V ∈ Matrix.unitaryGroup (Fin 2) ℂ,
      (U ⊗ₖ V) *ᵥ ket00 = bell := by
  rintro ⟨U, _, V, _, h⟩
  exact ket00_not_to_bell U V one_ne_zero (by rw [h, one_smul])
```

## The condition |sin 2θ| = 1

Now start from the normalised vector $\cos\theta\,e_{00}+\sin\theta\,e_{11}$ with real $\theta$. The condition $|\sin2\theta|=1$ says that the two amplitudes have equal modulus.

It is necessary because the invariant must agree before and after: $|\cos\theta\sin\theta|=1/2$, which is $|\sin2\theta|=1$.

It is also sufficient. Squaring gives $4\sin^2\theta\cos^2\theta=1=(\sin^2\theta+\cos^2\theta)^2$, so $(\cos^2\theta-\sin^2\theta)^2=0$ and $\cos^2\theta=\sin^2\theta=1/2$. Then $\sqrt2\cos\theta$ and $\sqrt2\sin\theta$ are signs, and $U=\mathrm{diag}(\sqrt2\cos\theta,\sqrt2\sin\theta)$ is unitary. It sends the amplitudes to $\sqrt2\cos^2\theta=\sqrt2\sin^2\theta=1/\sqrt2$, while the second qubit is left alone.

The action of a diagonal matrix on the first qubit is recorded separately, by checking the four basis labels.

```lean
/-- A diagonal operator `diag(x, y)` on the first qubit rescales the two amplitudes of
`a e00 + b e11` by `x` and `y`. -/
theorem diag_twoTerm (x y a b : ℂ) :
    (!![x, 0; 0, y] ⊗ₖ (1 : Matrix (Fin 2) (Fin 2) ℂ)) *ᵥ twoTerm a b
      = twoTerm (x * a) (y * b) := by
  ext ⟨i, j⟩
  fin_cases i <;> fin_cases j <;>
    simp [Matrix.mulVec, dotProduct, Fintype.sum_prod_type, Fin.sum_univ_two, twoTerm,
      Pi.single_apply, Matrix.kroneckerMap_apply]
```

In the main proof, the first half applies `norm_det_coeff_invariant`. In the second half, `hz` is $\cos^2\theta-\sin^2\theta=0$, and `key` shows for either amplitude $t$ that $(\sqrt2\,t)^2=1$ and $\sqrt2\,t\cdot t=1/\sqrt2$. The first identity makes the diagonal matrix unitary; the second gives the Bell vector through `diag_twoTerm`.

```lean
/-- Local unitaries can turn `cos θ e00 + sin θ e11` into the Bell vector if and only if
`|sin 2θ| = 1`. -/
theorem local_unitary_to_bell_iff (θ : ℝ) :
    (∃ U ∈ Matrix.unitaryGroup (Fin 2) ℂ, ∃ V ∈ Matrix.unitaryGroup (Fin 2) ℂ,
      (U ⊗ₖ V) *ᵥ twoTerm (Real.cos θ : ℝ) (Real.sin θ : ℝ) = bell)
      ↔ |Real.sin (2 * θ)| = 1 := by
  constructor
  · -- compare the invariant |det C| on both sides
    rintro ⟨U, hU, V, hV, h⟩
    have hd := norm_det_coeff_invariant hU hV (twoTerm (Real.cos θ : ℝ) (Real.sin θ : ℝ))
    rw [h, det_coeff_bell, det_coeff_twoTerm, ← Complex.ofReal_mul, Complex.norm_real,
      Real.norm_eq_abs] at hd
    have h2 : ‖(1 / 2 : ℂ)‖ = 1 / 2 := by norm_num
    rw [h2] at hd
    rw [Real.sin_two_mul, show 2 * Real.sin θ * Real.cos θ
      = 2 * (Real.cos θ * Real.sin θ) by ring, abs_mul, abs_two]
    linarith
  · intro h
    have h2 : Real.sin (2 * θ) ^ 2 = 1 := by rw [← sq_abs, h]; norm_num
    rw [Real.sin_two_mul] at h2
    have p := Real.sin_sq_add_cos_sq θ
    have hz : Real.cos θ ^ 2 - Real.sin θ ^ 2 = 0 :=
      (pow_eq_zero_iff two_ne_zero).mp (by
        linear_combination (Real.sin θ ^ 2 + Real.cos θ ^ 2 + 1) * p - h2)
    have hq : Real.sqrt 2 * Real.sqrt 2 = 2 := Real.mul_self_sqrt (by norm_num)
    -- both amplitudes t satisfy 2 t² = 1, so √2 t is a sign
    have key : ∀ t : ℝ, 2 * (t * t) = 1 →
        ((Real.sqrt 2 * t : ℝ) : ℂ) * ((Real.sqrt 2 * t : ℝ) : ℂ) = 1 ∧
        ((Real.sqrt 2 * t : ℝ) : ℂ) * (t : ℂ) = ((Real.sqrt 2 : ℝ) : ℂ)⁻¹ := by
      intro t ht
      constructor
      · rw [← Complex.ofReal_mul, ← Complex.ofReal_one]
        exact congrArg Complex.ofReal (by linear_combination t * t * hq + ht)
      · rw [← Complex.ofReal_mul, ← Complex.ofReal_inv]
        exact congrArg Complex.ofReal (eq_inv_of_mul_eq_one_left
          (by linear_combination t * t * hq + ht))
    obtain ⟨c1, c2⟩ := key (Real.cos θ) (by linear_combination p + hz)
    obtain ⟨s1, s2⟩ := key (Real.sin θ) (by linear_combination p - hz)
    refine ⟨!![((Real.sqrt 2 * Real.cos θ : ℝ) : ℂ), 0;
      0, ((Real.sqrt 2 * Real.sin θ : ℝ) : ℂ)], ?_, 1, one_mem _, ?_⟩
    · rw [Matrix.mem_unitaryGroup_iff]
      generalize Real.sqrt 2 * Real.cos θ = x at c1
      generalize Real.sqrt 2 * Real.sin θ = y at s1
      ext i j
      fin_cases i <;> fin_cases j <;>
        simp [Matrix.mul_apply, Fin.sum_univ_two, Matrix.star_eq_conjTranspose, c1, s1]
    · rw [diag_twoTerm, c2, s2]
      exact (smul_add _ _ _).symm
```

The target is exactly `bell`, with no free phase. Allowing one would change nothing, since a phase can be absorbed into $U$.

## What a non-unitary filter can do

Replace the unitary on the first qubit by the filter $\mathrm{diag}(\sin\theta,\cos\theta)$, which multiplies each amplitude by the other one:

$$
\cos\theta\,e_{00}+\sin\theta\,e_{11}\ \longmapsto\ \sin\theta\cos\theta\,(e_{00}+e_{11})=\sqrt2\sin\theta\cos\theta\;\Phi^+ .
$$

The proof applies `diag_twoTerm` and cancels $\sqrt2$ against its inverse.

```lean
/-- The local filter `diag(sin θ, cos θ)` on the first qubit takes `cos θ e00 + sin θ e11`
to `√2 sin θ cos θ` times the Bell vector. -/
theorem local_filter_to_bell (θ : ℝ) :
    (!![((Real.sin θ : ℝ) : ℂ), 0; 0, ((Real.cos θ : ℝ) : ℂ)]
      ⊗ₖ (1 : Matrix (Fin 2) (Fin 2) ℂ)) *ᵥ twoTerm (Real.cos θ : ℝ) (Real.sin θ : ℝ)
      = (((Real.sqrt 2 : ℝ) : ℂ) * (Real.sin θ : ℝ) * (Real.cos θ : ℝ)) • bell := by
  have hr : ((Real.sqrt 2 : ℝ) : ℂ) ≠ 0 :=
    Complex.ofReal_ne_zero.mpr (Real.sqrt_pos.mpr (by norm_num)).ne'
  have h : ((Real.sqrt 2 : ℝ) : ℂ) * (Real.sin θ : ℝ) * (Real.cos θ : ℝ)
      * ((Real.sqrt 2 : ℝ) : ℂ)⁻¹ = (Real.sin θ : ℝ) * (Real.cos θ : ℝ) := by
    linear_combination ((Real.sin θ : ℝ) : ℂ) * (Real.cos θ : ℝ) * mul_inv_cancel₀ hr
  rw [diag_twoTerm, bell, smul_smul, h, smul_add, twoTerm,
    mul_comm ((Real.cos θ : ℝ) : ℂ) ((Real.sin θ : ℝ) : ℂ)]

end

end LocalUnitaryInvariance
```

When $\sin2\theta\neq0$, dividing the filter by $\sqrt2\sin\theta\cos\theta$ gives an invertible local operator that reaches the Bell vector itself. Invertibility in place of unitarity would therefore not force $|\sin2\theta|=1$. When $\sin2\theta=0$ the output is the zero vector, in agreement with the result for $e_{00}$.

```lean
#print axioms LocalUnitaryInvariance.no_local_unitary_ket00_to_bell
#print axioms LocalUnitaryInvariance.local_unitary_to_bell_iff
#print axioms LocalUnitaryInvariance.local_filter_to_bell
```

```
'LocalUnitaryInvariance.no_local_unitary_ket00_to_bell' depends on axioms: [propext, Classical.choice, Quot.sound]
'LocalUnitaryInvariance.local_unitary_to_bell_iff' depends on axioms: [propext, Classical.choice, Quot.sound]
'LocalUnitaryInvariance.local_filter_to_bell' depends on axioms: [propext, Classical.choice, Quot.sound]
```

## The angle θ = π/6 in numbers

The amplitudes are $\sqrt3/2\approx0.866$ and $1/2$, so $\det C=\sqrt3/4\approx0.433$. A Hadamard gate on the first qubit gives

$$
\frac1{\sqrt2}\begin{pmatrix}1&1\\1&-1\end{pmatrix}\begin{pmatrix}\sqrt3/2&0\\0&1/2\end{pmatrix}
=\frac1{\sqrt2}\begin{pmatrix}\sqrt3/2&1/2\\ \sqrt3/2&-1/2\end{pmatrix},
$$

whose determinant is $\tfrac12\left(-\tfrac{\sqrt3}{4}-\tfrac{\sqrt3}{4}\right)=-\sqrt3/4$. The sign has changed and the modulus has not. Since $0.433\neq0.5$, no local unitary reaches the Bell vector from here.

The filter $\mathrm{diag}(1/2,\sqrt3/2)$ gives $\tfrac{\sqrt3}{4}(e_{00}+e_{11})\approx0.612\,\Phi^+$. Its squared norm is $3/8$, which is the success probability if the filter is realised as one outcome of a measurement on the first qubit. After normalisation the state is the Bell state.
